# Excitation components of grade \(g\) vanish below order \(g/2\) when the reference is non-degenerate and the coupling raises the grade by at most two

Truncating a wavefunction at double excitations discards components according to their excitation grade, while perturbation theory sorts contributions by powers of the coupling. Without a relation between the two, the order of the error is unknown: the discarded quadruples might already contribute at first order. For a finite basis of eigenstates of the unperturbed Hamiltonian, a non-degenerate reference and a coupling that raises the grade by at most two, they cannot enter the state before second order.

## Counting orders by hand

Let the basis states be labelled by \(i\), with the reference called \(o\). Each state has a grade \(g_i\), a natural number, and \(g_o=0\). The unperturbed Hamiltonian \(H_0\) is diagonal with real entries \(\varepsilon_i\), and \(\varepsilon_i\neq\varepsilon_o\) for every \(i\neq o\). The coupling \(V\) raises the grade by at most \(r\), so \(V_{ij}=0\) whenever \(g_i>g_j+r\). For a two-body electronic Hamiltonian with the excitation rank as grade, \(r=2\).

Write the state and the energy as power series in the coupling strength \(x\),

\[
\psi_i=\sum_{n\ge 0}\psi_i^{(n)}x^n,\qquad E=\sum_{n\ge 0}E^{(n)}x^n,
\]

where \(\psi_i^{(0)}\) is 1 for \(i=o\) and 0 otherwise. At order zero, row \(o\) of \((H_0+xV)\psi=E\psi\) reads \(\varepsilon_o=E^{(0)}\). At order \(n+1\), row \(i\) reads

\[
\varepsilon_i\psi_i^{(n+1)}+\sum_j V_{ij}\psi_j^{(n)}=\sum_{k=0}^{n+1}E^{(k)}\psi_i^{(n+1-k)} .
\]

Suppose that \(\psi_i^{(m)}=0\) for all \(m\le n\). Only \(k=0\) then survives on the right, and the unknown energy corrections disappear:

\[
(\varepsilon_o-\varepsilon_i)\,\psi_i^{(n+1)}=\sum_j V_{ij}\psi_j^{(n)} .
\tag{1}
\]

The claim is that \(\psi_i^{(n)}=0\) whenever \(g_i>rn\), and the proof is by strong induction on \(n\). For \(n=0\), a positive grade means \(i\neq o\), and the constant term is zero. For the step, let \(g_i>r(n+1)\). Then \(g_i>rm\) for every \(m\le n\), so the earlier coefficients vanish by induction and (1) applies. Each term on its right-hand side is zero:

- if \(g_j>rn\), then \(\psi_j^{(n)}=0\) by induction;
- if \(g_j\le rn\), then \(g_j+r\le r(n+1)<g_i\), so \(V_{ij}=0\).

Since the gap \(\varepsilon_o-\varepsilon_i\) is non-zero, \(\psi_i^{(n+1)}=0\). For \(r=2\), all orders below \(g_i/2\) are absent.

At the threshold \(g_i=r(n+1)\), with \(r>0\), equation (1) still applies, and the same two cases remove every source except those with \(g_j=rn\). Take \(r=2\) and \(g_i=4\). The sources have grade 2, and (1) at \(n=0\) gives their first-order amplitudes \(\psi_j^{(1)}=V_{jo}/(\varepsilon_o-\varepsilon_j)\). Therefore

\[
\psi_i^{(2)}=\sum_{j:\,g_j=2}\frac{V_{ij}V_{jo}}{(\varepsilon_o-\varepsilon_i)(\varepsilon_o-\varepsilon_j)} .
\tag{2}
\]

The gap condition does real work. Take two states, the reference and a state \(q\) of grade 4, with \(\varepsilon_q=\varepsilon_o\) and \(V=0\). Then \(\psi_o=1\), \(\psi_q=x\), \(E=\varepsilon_o\) solves the equation with the right constant terms, yet the grade-4 component appears at first order. With a vanishing gap, (1) no longer determines the amplitude.

## The eigenvalue equation as an identity of power series

The basis is a finite type `ι`.

In Lean 4 with Mathlib:

```lean
import Mathlib

open PowerSeries

namespace ExcitationOrder

noncomputable section

variable {ι : Type*} [Fintype ι] [DecidableEq ι]
```

In the structure below, `ψ i` and `E` are formal power series over the complex numbers, and `X` is the coupling strength \(x\). The field `eigen` is the eigenvalue equation row by row, and `start` fixes the constant terms of the state.

```lean
/-- The series `ψ` and `E` solve `(H0 + x V) ψ = E ψ`, where `H0` is diagonal with real
entries `ε`, and at `x = 0` the state `ψ` is the reference basis vector `o`. -/
structure IsPerturbedState (ε : ι → ℝ) (V : Matrix ι ι ℂ) (o : ι)
    (ψ : ι → PowerSeries ℂ) (E : PowerSeries ℂ) : Prop where
  eigen : ∀ i, (ε i : ℂ) • ψ i + X * ∑ j, V i j • ψ j = E * ψ i
  start : ∀ i, coeff 0 (ψ i) = if i = o then 1 else 0
```

The structure takes a series solution as given; it says nothing about convergence at a particular coupling strength. No normalisation is imposed beyond the constant terms, so \(\psi_o\) may have corrections of its own. The constant term of `E` is left free, because it can be derived.

The selection rule restricts only upward steps. `V` may lower the grade by any amount, and it need not be Hermitian.

```lean
/-- The coupling `V` has no matrix element that raises the excitation grade `g` by more
than `r`. -/
def RaisesAtMost (g : ι → ℕ) (r : ℕ) (V : Matrix ι ι ℂ) : Prop :=
  ∀ i j, g j + r < g i → V i j = 0
```

## From the product of series to the leading equation

The first lemma isolates the step that removes the energy corrections. The coefficient of a product is a sum over pairs of orders adding up to \(n\), and `Finset.sum_eq_single` keeps the pair \((0,n)\). In every other pair the second series is taken below order \(n\), where it vanishes.

```lean
/-- If a series vanishes below order `n`, the order-`n` term of its product with `E`
contains only the constant term of `E`. -/
theorem coeff_mul_of_low (E φ : PowerSeries ℂ) (n : ℕ) (h : ∀ m < n, coeff m φ = 0) :
    coeff n (E * φ) = coeff 0 E * coeff n φ := by
  rw [coeff_mul, Finset.sum_eq_single (0, n)]
  · rintro ⟨a, b⟩ hab hne
    have hs : a + b = n := Finset.HasAntidiagonal.mem_antidiagonal.mp hab
    have hb : b < n := by
      by_contra hb
      have ha : a = 0 := by omega
      have hb' : b = n := by omega
      exact hne (by rw [ha, hb'])
    change coeff a E * coeff b φ = 0
    rw [h b hb, mul_zero]
  · intro hn
    exact absurd (Finset.HasAntidiagonal.mem_antidiagonal.mpr (Nat.zero_add n)) hn
```

Taking the constant coefficient of row `o` then gives \(E^{(0)}=\varepsilon_o\).

```lean
variable {ε : ι → ℝ} {V : Matrix ι ι ℂ} {o : ι} {ψ : ι → PowerSeries ℂ}
  {E : PowerSeries ℂ} {g : ι → ℕ} {r : ℕ}

/-- The zeroth-order energy is the diagonal entry of `H0` at the reference. -/
theorem energy_zero (h : IsPerturbedState ε V o ψ E) : coeff 0 E = (ε o : ℂ) := by
  have e := congrArg (fun φ => coeff 0 φ) (h.eigen o)
  rw [coeff_mul_of_low E (ψ o) 0 (fun m hm => absurd hm (Nat.not_lt_zero m)),
    map_add, map_smul, coeff_zero_X_mul, h.start, if_pos rfl, smul_eq_mul] at e
  linear_combination -e
```

The next theorem is equation (1). It takes the coefficient of order \(n+1\) in row `i`, simplifies the product by the first lemma, and rearranges with `linear_combination`.

```lean
/-- If a component vanishes through order `n`, its order `n + 1` coefficient times the gap `ε o - ε
i` is the same component of `V` applied to the order-`n` state. -/
theorem leading_equation (h : IsPerturbedState ε V o ψ E) (i : ι) (n : ℕ)
    (hlow : ∀ m ≤ n, coeff m (ψ i) = 0) :
    ((ε o : ℂ) - ε i) * coeff (n + 1) (ψ i) = ∑ j, V i j * coeff n (ψ j) := by
  have e := congrArg (fun φ => coeff (n + 1) φ) (h.eigen i)
  rw [coeff_mul_of_low E (ψ i) (n + 1) (fun m hm => hlow m (Nat.le_of_lt_succ hm)),
    energy_zero h, map_add, coeff_succ_X_mul, map_sum] at e
  simp only [map_smul, smul_eq_mul] at e
  linear_combination -e
```

## The bound for every grade and order

The theorem `coeff_eq_zero_of_grade` states the claim for general \(r\). Its hypotheses `hg`, `hgap` and `hV` are the zero grade of the reference, its non-degeneracy and the selection rule. The other levels may be degenerate among themselves.

The proof follows the induction above. The intermediate fact `z` says that the source sum is zero, with `by_cases` separating the two bulleted cases and `omega` comparing the grades. The last line cancels the non-zero gap.

```lean
/-- For a non-degenerate reference of grade zero and a coupling that raises the grade by at
most `r`, components of grade above `r * n` are absent from the state at order `n`. -/
theorem coeff_eq_zero_of_grade (h : IsPerturbedState ε V o ψ E) (hg : g o = 0)
    (hgap : ∀ i, i ≠ o → ε i ≠ ε o) (hV : RaisesAtMost g r V) :
    ∀ n i, r * n < g i → coeff n (ψ i) = 0 := by
  intro n
  induction n using Nat.strong_induction_on with
  | _ n ih =>
    intro i hi
    have hio : i ≠ o := by
      intro hio
      rw [hio, hg] at hi
      exact Nat.not_lt_zero _ hi
    cases n with
    | zero => rw [h.start, if_neg hio]
    | succ n =>
      have e := leading_equation h i n (fun m hm => ih m (by omega) i
        (lt_of_le_of_lt (Nat.mul_le_mul_left r (by omega)) hi))
      have hs : r * (n + 1) = r * n + r := by ring
      rw [hs] at hi
      -- each source is either still empty at order n or too low in grade to couple
      have z : ∑ j, V i j * coeff n (ψ j) = 0 := by
        refine Finset.sum_eq_zero fun j _ => ?_
        by_cases hj : r * n < g j
        · rw [ih n (by omega) j hj, mul_zero]
        · rw [hV i j (by omega), zero_mul]
      rw [z] at e
      have hne : (ε o : ℂ) - ε i ≠ 0 :=
        sub_ne_zero.mpr (by exact_mod_cast (hgap i hio).symm)
      exact (mul_eq_zero.mp e).resolve_left hne
```

For \(r=2\) the bound becomes a divisibility statement. In natural-number division, `(g i + 1) / 2` is \(g_i/2\) rounded up, and a series is divisible by that power of \(x\) exactly when all lower coefficients vanish.

```lean
/-- For a non-degenerate reference of grade zero and a coupling that raises the grade by at most
two, a component of grade `g` is divisible by `x` to the power `g / 2`, rounded up. -/
theorem X_pow_half_grade_dvd (h : IsPerturbedState ε V o ψ E) (hg : g o = 0)
    (hgap : ∀ i, i ≠ o → ε i ≠ ε o) (hV : RaisesAtMost g 2 V) (i : ι) :
    X ^ ((g i + 1) / 2) ∣ ψ i :=
  X_pow_dvd_iff.mpr fun m hm => coeff_eq_zero_of_grade h hg hgap hV m i (by omega)
```

In configuration-interaction language, for a finite basis and a non-degenerate reference, and a coupling that raises the excitation rank by at most two, deleting the quadruple components from the exact state changes none of its coefficients below second order. The components here are linear expansion coefficients, not cluster amplitudes; in coupled-cluster theory, a quadruple coefficient also contains products of doubles amplitudes.

## The first amplitude allowed by the bound

At the threshold grade, `leading_amplitude` restricts the source sum to states of grade \(rn\), written `∑ j with g j = r * n`. The proof starts from the leading equation and compares the full sum with the restricted one term by term. A source of lower grade has no coupling to `i`, and a source of higher grade has no amplitude yet.

```lean
/-- For a non-degenerate reference of grade zero and a coupling that raises the grade by at most `r
> 0`, a component of grade `r * (n + 1)` is fed at order `n + 1` only by the order-`n` components of
grade `r * n`. -/
theorem leading_amplitude (h : IsPerturbedState ε V o ψ E) (hg : g o = 0)
    (hgap : ∀ i, i ≠ o → ε i ≠ ε o) (hV : RaisesAtMost g r V) (hr : 0 < r)
    (n : ℕ) (i : ι) (hi : g i = r * (n + 1)) :
    ((ε o : ℂ) - ε i) * coeff (n + 1) (ψ i)
      = ∑ j with g j = r * n, V i j * coeff n (ψ j) := by
  have hs : r * (n + 1) = r * n + r := by ring
  rw [leading_equation h i n (fun m hm => coeff_eq_zero_of_grade h hg hgap hV m i (by
    have hm' := Nat.mul_le_mul_left r hm
    omega)), Finset.sum_filter]
  refine Finset.sum_congr rfl fun j _ => ?_
  split_ifs with hj
  · rfl
  · rcases lt_or_gt_of_ne hj with hlt | hgt
    · rw [hV i j (by omega), zero_mul]
    · rw [coeff_eq_zero_of_grade h hg hgap hV n j hgt, mul_zero]
```

Equation (2) is the case \(r=2\), \(n=1\), with the first-order amplitudes inserted. The proof multiplies through by the gap of `i`, applies `leading_amplitude`, and uses the leading equation at \(n=0\) for each intermediate `j`. There the constant terms of the state reduce the source sum to the single element `V j o`. `field_simp` clears the denominators, which the auxiliary fact `gap` shows to be non-zero.

```lean
/-- For a non-degenerate reference of grade zero and a coupling that raises the grade by at most
two, the second-order amplitude of a grade-4 component is a sum over grade-2 intermediates with two
energy denominators. -/
theorem quadruples_second_order (h : IsPerturbedState ε V o ψ E) (hg : g o = 0)
    (hgap : ∀ i, i ≠ o → ε i ≠ ε o) (hV : RaisesAtMost g 2 V) (i : ι) (hi : g i = 4) :
    coeff 2 (ψ i) = ∑ j with g j = 2,
      V i j * V j o / (((ε o : ℂ) - ε i) * ((ε o : ℂ) - ε j)) := by
  have gap : ∀ k, g k ≠ 0 → (ε o : ℂ) - ε k ≠ 0 := by
    intro k hk
    have hko : k ≠ o := fun hko => hk (by rw [hko, hg])
    exact sub_ne_zero.mpr (by exact_mod_cast (hgap k hko).symm)
  have key : ((ε o : ℂ) - ε i) * coeff 2 (ψ i)
      = ∑ j with g j = 2, V i j * coeff 1 (ψ j) :=
    leading_amplitude h hg hgap hV (by norm_num) 1 i (by omega)
  have hi0 := gap i (by omega)
  apply mul_left_cancel₀ hi0
  rw [key, Finset.mul_sum]
  refine Finset.sum_congr rfl fun j hj => ?_
  have hj2 : g j = 2 := (Finset.mem_filter.mp hj).2
  have hj0 := gap j (by omega)
  -- the first-order doubles amplitude comes directly from the reference
  have f := leading_equation h j 0 (fun m hm =>
    coeff_eq_zero_of_grade h hg hgap hV m j (by omega))
  simp only [h.start, mul_ite, mul_one, mul_zero, Finset.sum_ite_eq', Finset.mem_univ,
    if_true, Nat.zero_add] at f
  rw [← f]
  field_simp
```

## A five-level chain that attains the bound

An exactly solvable model shows that the power \(x^2\) for grade 4 cannot be improved in general. Its energies and grades are as follows.

```lean
/-- Diagonal energies of a five-level model. -/
def chainEnergy : Fin 5 → ℝ := ![0, 1, -1, 1, -1]

/-- Excitation grades of the five levels. -/
def chainGrade : Fin 5 → ℕ := ![0, 2, 2, 4, 4]
```

The coupling joins neighbours along the chain 3, 1, 0, 2, 4 with unit matrix elements.

```lean
/-- Coupling of the five levels along the chain 3, 1, 0, 2, 4. -/
def chainCoupling : Matrix (Fin 5) (Fin 5) ℂ :=
  !![0, 1, 1, 0, 0; 1, 0, 0, 1, 0; 1, 0, 0, 0, 1; 0, 1, 0, 0, 0; 0, 0, 1, 0, 0]
```

The state is polynomial in \(x\), and its energy is zero at every coupling strength.

```lean
/-- A state of the five-level model, polynomial in the coupling strength. -/
def chainState : Fin 5 → PowerSeries ℂ := ![1 - X ^ 2, -X, X, X ^ 2, X ^ 2]
```

In row 3, for example, the diagonal term \(x^2\) cancels the coupling term \(x\cdot(-x)\). The vector is not normalised: for real \(x\) its squared norm is \(1+3x^4\), so the normalised component 3 is \(x^2/\sqrt{1+3x^4}\), which still begins with \(x^2\).

The last theorem verifies the eigenvalue equation and the remaining hypotheses by running through the five levels with `fin_cases`. It also confirms that the coupling is Hermitian and that component 3, of grade 4, has second-order coefficient 1. Equation (2) gives the same value, since the only path is 0, 1, 3 and both denominators are \(-1\).

```lean
/-- The five-level model is Hermitian and meets all hypotheses with `E = 0`, and its grade-4
component 3 has coefficient 1 at order two. -/
theorem chain_witness :
    IsPerturbedState chainEnergy chainCoupling 0 chainState 0 ∧
    chainGrade 0 = 0 ∧ (∀ i, i ≠ 0 → chainEnergy i ≠ chainEnergy 0) ∧
    RaisesAtMost chainGrade 2 chainCoupling ∧ chainCoupling.IsHermitian ∧
    chainGrade 3 = 4 ∧ coeff 2 (chainState 3) = 1 := by
  refine ⟨⟨?_, ?_⟩, rfl, ?_, ?_, ?_, rfl, ?_⟩
  · intro i
    fin_cases i <;> simp [chainEnergy, chainCoupling, chainState, Fin.sum_univ_five] <;> ring
  · intro i
    fin_cases i <;> simp [chainState]
  · intro i hi
    fin_cases i <;> first | exact absurd rfl hi | norm_num [chainEnergy]
  · intro i j
    fin_cases i <;> fin_cases j <;> simp [chainGrade, chainCoupling]
  · refine Matrix.IsHermitian.ext fun i j => ?_
    fin_cases i <;> fin_cases j <;> simp [chainCoupling]
  · simp [chainState, coeff_X_pow]

end

end ExcitationOrder
```

```lean
#print axioms ExcitationOrder.X_pow_half_grade_dvd
#print axioms ExcitationOrder.quadruples_second_order
```

```
'ExcitationOrder.X_pow_half_grade_dvd' depends on axioms: [propext, Classical.choice, Quot.sound]
'ExcitationOrder.quadruples_second_order' depends on axioms: [propext, Classical.choice, Quot.sound]
```
